# For two radial Dirac orbitals in the same local potential, the gauge term of a transition amplitude is a boundary term

The integral that multiplies the gauge parameter \(G\) in a relativistic electric multipole amplitude vanishes if the photon energy equals the difference of the orbital energies, both orbitals solve the radial Dirac equations in the same local potential, and the boundary term is zero. For orbitals \((P_a,Q_a)\) and \((P_b,Q_b)\) on \([r_0,R]\) with \(r_0>0\), and a continuously differentiable radial function \(f\), I mean the identity

\[
\frac{E_a-E_b}{c}\int_{r_0}^{R} f\,(P_aP_b+Q_aQ_b)\,dr+\int_{r_0}^{R} f'\,(P_aQ_b-Q_aP_b)\,dr+(\kappa_b-\kappa_a)\int_{r_0}^{R} \frac{f\,(P_aQ_b+Q_aP_b)}{r}\,dr=0,
\]

where \(f(P_aQ_b-Q_aP_b)\) is zero at both ends. I would like to see this derived with every step written out, and then stated and proved in Lean 4 so that the signs and the boundary conditions are machine-checked. Can that be done?

## A total derivative in which the potential cancels

Yes. The left-hand side of your identity is the integral of the derivative of \(f(P_aQ_b-Q_aP_b)\), so it equals the difference of that product between \(R\) and \(r_0\).

Each orbital has an angular quantum number \(\kappa\), an energy \(E\) with the rest energy subtracted, a large component \(P\) and a small component \(Q\). In atomic units, with \(c\) the speed of light and \(V\) the potential energy, the equations are

\[
P'=-\frac{\kappa P}{r}+\frac{(E-V+2c^2)\,Q}{c},\qquad
Q'=\frac{\kappa Q}{r}-\frac{(E-V)\,P}{c}.
\]

Define three combinations of the two orbitals:

\[
D=P_aP_b+Q_aQ_b,\qquad W=P_aQ_b-Q_aP_b,\qquad S=P_aQ_b+Q_aP_b.
\]

The product rule gives \(W'=P_a'Q_b+P_aQ_b'-Q_a'P_b-Q_aP_b'\). Inserting the equations term by term,

\[
\begin{aligned}
P_a'Q_b&=-\frac{\kappa_a P_aQ_b}{r}+\frac{(E_a-V+2c^2)\,Q_aQ_b}{c},\\
P_aQ_b'&=\frac{\kappa_b P_aQ_b}{r}-\frac{(E_b-V)\,P_aP_b}{c},\\
-Q_a'P_b&=-\frac{\kappa_a Q_aP_b}{r}+\frac{(E_a-V)\,P_aP_b}{c},\\
-Q_aP_b'&=\frac{\kappa_b Q_aP_b}{r}-\frac{(E_b-V+2c^2)\,Q_aQ_b}{c}.
\end{aligned}
\]

In the sum, \(V\) cancels in the coefficient of \(P_aP_b\), and both \(V\) and \(2c^2\) cancel in that of \(Q_aQ_b\). What remains is

\[
W'=\frac{E_a-E_b}{c}\,D+(\kappa_b-\kappa_a)\,\frac{S}{r}.
\]

This is a radial continuity equation for the transition between the two orbitals. Multiplying by \(f\) and adding \(f'W\) gives

\[
(fW)'=\frac{E_a-E_b}{c}\,fD+f'W+(\kappa_b-\kappa_a)\,\frac{fS}{r}.
\]

Integrating from \(r_0\) to \(R\) turns the left side into \(f(R)W(R)-f(r_0)W(r_0)\) and the right side into your three integrals. If \(fW\) is zero at both ends, their sum is zero.

Two consequences follow. An amplitude of the form \(T+G\cdot(\text{gauge term})\), with \(T\) independent of \(G\), is the same for all \(G\) exactly when \(fW\) has equal values at the two ends. And with \(f=1\) and \(\kappa_a=\kappa_b\), the second and third integrals drop out and leave \((E_a-E_b)\int D\,dr=0\) whenever \(W\) vanishes at both ends, so orbitals with different energies are orthogonal.

## The Lean file

```lean
import Mathlib

open MeasureTheory Set

noncomputable section

namespace DiracGaugeIdentity

/-- A radial Dirac orbital: angular quantum number `κ`, energy `E` (rest energy subtracted),
large component `P` and small component `Q`. -/
structure Orbital where
  κ : ℝ
  E : ℝ
  P : ℝ → ℝ
  Q : ℝ → ℝ

/-- The orbital solves the radial Dirac equations with potential `V` on `[r0, R]`. -/
def Orbital.Solves (a : Orbital) (c : ℝ) (V : ℝ → ℝ) (r0 R : ℝ) : Prop :=
  ∀ r ∈ Icc r0 R,
    HasDerivWithinAt a.P (-a.κ * a.P r / r + (a.E - V r + 2 * c ^ 2) * a.Q r / c) (Icc r0 R) r ∧
    HasDerivWithinAt a.Q (a.κ * a.Q r / r - (a.E - V r) * a.P r / c) (Icc r0 R) r

/-- The radial transition density `Pa Pb + Qa Qb`. -/
def density (a b : Orbital) (r : ℝ) : ℝ := a.P r * b.P r + a.Q r * b.Q r

/-- The antisymmetric combination `Pa Qb - Qa Pb` of large and small components. -/
def current (a b : Orbital) (r : ℝ) : ℝ := a.P r * b.Q r - a.Q r * b.P r

/-- The symmetric combination `Pa Qb + Qa Pb` of large and small components. -/
def mixed (a b : Orbital) (r : ℝ) : ℝ := a.P r * b.Q r + a.Q r * b.P r

/-- The sum of three radial integrals, with weights `f`, `f'` and `f / r`, that the theorems
evaluate; `f'` stands for the derivative of the radial function `f`. -/
def gaugeTerm (c : ℝ) (a b : Orbital) (f f' : ℝ → ℝ) (r0 R : ℝ) : ℝ :=
  (a.E - b.E) * (∫ r in r0..R, f r * density a b r)
    + c * (∫ r in r0..R, f' r * current a b r)
    + c * (b.κ - a.κ) * (∫ r in r0..R, f r * mixed a b r / r)

/-- Radial continuity equation for two solutions in the same potential: the derivative of `c (Pa Qb
- Qa Pb)` contains the energy difference and the difference of the angular quantum numbers, but not
the potential. -/
theorem current_deriv {c r0 R : ℝ} {V : ℝ → ℝ} {a b : Orbital} (hc : c ≠ 0) (h0 : 0 < r0)
    (ha : a.Solves c V r0 R) (hb : b.Solves c V r0 R) {r : ℝ} (hr : r ∈ Icc r0 R) :
    HasDerivWithinAt (fun x => c * current a b x)
      ((a.E - b.E) * density a b r + c * (b.κ - a.κ) * (mixed a b r / r)) (Icc r0 R) r := by
  have hr' : r ≠ 0 := (lt_of_lt_of_le h0 hr.1).ne'
  have h := (((ha r hr).1.mul (hb r hr).2).sub ((ha r hr).2.mul (hb r hr).1)).const_mul c
  refine h.congr_deriv ?_
  simp only [density, mixed]
  field_simp
  ring

/-- For two solutions in the same potential, the gauge term equals `c` times the difference of `f
(Pa Qb - Qa Pb)` between the two ends of the radial interval. -/
theorem gaugeTerm_eq_boundary {c r0 R : ℝ} {V f f' : ℝ → ℝ} {a b : Orbital}
    (hc : c ≠ 0) (h0 : 0 < r0) (hR : r0 ≤ R)
    (ha : a.Solves c V r0 R) (hb : b.Solves c V r0 R)
    (hf : ∀ r ∈ Icc r0 R, HasDerivWithinAt f (f' r) (Icc r0 R) r)
    (hf' : ContinuousOn f' (Icc r0 R)) :
    gaugeTerm c a b f f' r0 R = c * (f R * current a b R - f r0 * current a b r0) := by
  -- all radial functions are continuous on the closed interval
  have cf : ContinuousOn f (Icc r0 R) := fun r hr => (hf r hr).continuousWithinAt
  have cPa : ContinuousOn a.P (Icc r0 R) := fun r hr => (ha r hr).1.continuousWithinAt
  have cQa : ContinuousOn a.Q (Icc r0 R) := fun r hr => (ha r hr).2.continuousWithinAt
  have cPb : ContinuousOn b.P (Icc r0 R) := fun r hr => (hb r hr).1.continuousWithinAt
  have cQb : ContinuousOn b.Q (Icc r0 R) := fun r hr => (hb r hr).2.continuousWithinAt
  have c1 : ContinuousOn (fun r => (a.E - b.E) * (f r * density a b r)) (Icc r0 R) :=
    continuousOn_const.mul (cf.mul ((cPa.mul cPb).add (cQa.mul cQb)))
  have c2 : ContinuousOn (fun r => c * (f' r * current a b r)) (Icc r0 R) :=
    continuousOn_const.mul (hf'.mul ((cPa.mul cQb).sub (cQa.mul cPb)))
  have c3 : ContinuousOn (fun r => c * (b.κ - a.κ) * (f r * mixed a b r / r)) (Icc r0 R) :=
    continuousOn_const.mul ((cf.mul ((cPa.mul cQb).add (cQa.mul cPb))).div continuousOn_id
      (fun r hr => (lt_of_lt_of_le h0 hr.1).ne'))
  have c12 : ContinuousOn (fun r => (a.E - b.E) * (f r * density a b r)
      + c * (f' r * current a b r)) (Icc r0 R) := c1.add c2
  have c123 : ContinuousOn (fun r => (a.E - b.E) * (f r * density a b r)
      + c * (f' r * current a b r) + c * (b.κ - a.κ) * (f r * mixed a b r / r))
      (Icc r0 R) := c12.add c3
  -- product rule for `f` times the current
  have hD : ∀ r ∈ Icc r0 R, HasDerivWithinAt (fun x => f x * (c * current a b x))
      ((a.E - b.E) * (f r * density a b r) + c * (f' r * current a b r)
        + c * (b.κ - a.κ) * (f r * mixed a b r / r)) (Icc r0 R) r := by
    intro r hr
    refine ((hf r hr).mul (current_deriv hc h0 ha hb hr)).congr_deriv ?_
    ring
  -- integrate the total derivative and split the integral
  have key := intervalIntegral.integral_eq_sub_of_hasDerivAt_of_le hR
    (fun r hr => (hD r hr).continuousWithinAt)
    (fun r hr => (hD r (Ioo_subset_Icc_self hr)).hasDerivAt (Icc_mem_nhds hr.1 hr.2))
    (c123.intervalIntegrable_of_Icc hR)
  rw [intervalIntegral.integral_add (c12.intervalIntegrable_of_Icc hR)
      (c3.intervalIntegrable_of_Icc hR),
    intervalIntegral.integral_add (c1.intervalIntegrable_of_Icc hR)
      (c2.intervalIntegrable_of_Icc hR),
    intervalIntegral.integral_const_mul, intervalIntegral.integral_const_mul,
    intervalIntegral.integral_const_mul] at key
  unfold gaugeTerm
  linear_combination key

/-- The gauge term vanishes for two solutions in the same potential when
`f (Pa Qb - Qa Pb)` is zero at both ends of the radial interval. -/
theorem gaugeTerm_eq_zero {c r0 R : ℝ} {V f f' : ℝ → ℝ} {a b : Orbital}
    (hc : c ≠ 0) (h0 : 0 < r0) (hR : r0 ≤ R)
    (ha : a.Solves c V r0 R) (hb : b.Solves c V r0 R)
    (hf : ∀ r ∈ Icc r0 R, HasDerivWithinAt f (f' r) (Icc r0 R) r)
    (hf' : ContinuousOn f' (Icc r0 R))
    (hin : f r0 * current a b r0 = 0) (hout : f R * current a b R = 0) :
    gaugeTerm c a b f f' r0 R = 0 := by
  rw [gaugeTerm_eq_boundary hc h0 hR ha hb hf hf', hin, hout, sub_zero, mul_zero]

/-- For two solutions in the same potential, an amplitude `T + G * gaugeTerm` is the same for every
gauge parameter `G` exactly when `f (Pa Qb - Qa Pb)` takes equal values at the two ends. -/
theorem gauge_independent_iff {c r0 R : ℝ} {V f f' : ℝ → ℝ} {a b : Orbital}
    (hc : c ≠ 0) (h0 : 0 < r0) (hR : r0 ≤ R)
    (ha : a.Solves c V r0 R) (hb : b.Solves c V r0 R)
    (hf : ∀ r ∈ Icc r0 R, HasDerivWithinAt f (f' r) (Icc r0 R) r)
    (hf' : ContinuousOn f' (Icc r0 R)) (T : ℝ) :
    (∀ G : ℝ, T + G * gaugeTerm c a b f f' r0 R = T) ↔
      f R * current a b R = f r0 * current a b r0 := by
  rw [gaugeTerm_eq_boundary hc h0 hR ha hb hf hf']
  constructor
  · intro h
    have h1 : c * (f R * current a b R - f r0 * current a b r0) = 0 := by
      linarith [h 1]
    exact sub_eq_zero.mp ((mul_eq_zero.mp h1).resolve_left hc)
  · intro h G
    rw [h, sub_self, mul_zero, mul_zero, add_zero]

/-- Two solutions in the same potential, with equal `κ` and different energies, are orthogonal on
`[r0, R]` when `Pa Qb - Qa Pb` vanishes at both ends. -/
theorem orthogonal_of_energy_ne {c r0 R : ℝ} {V : ℝ → ℝ} {a b : Orbital}
    (hc : c ≠ 0) (h0 : 0 < r0) (hR : r0 ≤ R)
    (ha : a.Solves c V r0 R) (hb : b.Solves c V r0 R)
    (hκ : a.κ = b.κ) (hE : a.E ≠ b.E)
    (hin : current a b r0 = 0) (hout : current a b R = 0) :
    ∫ r in r0..R, density a b r = 0 := by
  -- the gauge identity with `f = 1`
  have h := gaugeTerm_eq_zero (f := fun _ => 1) (f' := fun _ => 0) hc h0 hR ha hb
    (fun r _ => hasDerivWithinAt_const _ _ _) continuousOn_const
    (by rw [hin, mul_zero]) (by rw [hout, mul_zero])
  simp only [gaugeTerm, hκ, sub_self, mul_zero, zero_mul, one_mul,
    intervalIntegral.integral_zero, add_zero] at h
  exact (mul_eq_zero.mp h).resolve_left (sub_ne_zero.mpr hE)

/-- An explicit orbital with `κ = -1` and `E = 0`. -/
def orbA (c : ℝ) : Orbital := ⟨-1, 0, fun _ => -2 * c, fun r => r⁻¹⟩

/-- An explicit orbital with `κ = 1` and `E = -2 c ^ 2`. -/
def orbB (c : ℝ) : Orbital := ⟨1, -2 * c ^ 2, fun r => r⁻¹, fun _ => -2 * c⟩

/-- `orbA` and `orbB` solve the radial Dirac equations without potential, and
`(r - r0) (R - r)` is a differentiable radial function that vanishes at both ends. -/
theorem gaugeTerm_witness {c r0 : ℝ} (R : ℝ) (hc : c ≠ 0) (h0 : 0 < r0) :
    (orbA c).Solves c (fun _ => 0) r0 R ∧ (orbB c).Solves c (fun _ => 0) r0 R ∧
    (∀ r, HasDerivAt (fun x => (x - r0) * (R - x)) (r0 + R - 2 * r) r) ∧
    (r0 - r0) * (R - r0) = 0 ∧ (R - r0) * (R - R) = 0 := by
  refine ⟨?_, ?_, ?_, by ring, by ring⟩
  · intro r hr
    have hr' : r ≠ 0 := (lt_of_lt_of_le h0 hr.1).ne'
    refine ⟨(hasDerivWithinAt_const r _ (-2 * c)).congr_deriv ?_,
      (hasDerivAt_inv hr').hasDerivWithinAt.congr_deriv ?_⟩ <;>
    simp only [orbA] <;> field_simp <;> ring
  · intro r hr
    have hr' : r ≠ 0 := (lt_of_lt_of_le h0 hr.1).ne'
    refine ⟨(hasDerivAt_inv hr').hasDerivWithinAt.congr_deriv ?_,
      (hasDerivWithinAt_const r _ (-2 * c)).congr_deriv ?_⟩ <;>
    simp only [orbB] <;> field_simp <;> ring
  · intro r
    refine (((hasDerivAt_id r).sub_const r0).mul
      ((hasDerivAt_id r).const_sub R)).congr_deriv ?_
    show 1 * (R - r) + (r - r0) * (-1) = r0 + R - 2 * r
    ring

end DiracGaugeIdentity
```

```lean
#print axioms DiracGaugeIdentity.gaugeTerm_eq_boundary
-- 'DiracGaugeIdentity.gaugeTerm_eq_boundary' depends on axioms: [propext, Classical.choice, Quot.sound]
#print axioms DiracGaugeIdentity.gauge_independent_iff
-- 'DiracGaugeIdentity.gauge_independent_iff' depends on axioms: [propext, Classical.choice, Quot.sound]
#print axioms DiracGaugeIdentity.orthogonal_of_energy_ne
-- 'DiracGaugeIdentity.orthogonal_of_energy_ne' depends on axioms: [propext, Classical.choice, Quot.sound]
```

## What the theorems say about the orbitals

An `Orbital` bundles the numbers `κ` and `E` with the real functions `P` and `Q`. The proposition `a.Solves c V r0 R` says that the two radial equations hold at every point of the closed interval. `HasDerivWithinAt` takes the derivative relative to that interval, which for \(r_0<R\) means a one-sided derivative at each end and the ordinary one inside.

The definitions `density`, `current` and `mixed` are \(D\), \(W\) and \(S\). The quantity `gaugeTerm` is the left-hand side of your identity multiplied by \(c\):

\[
(E_a-E_b)\int_{r_0}^{R} fD\,dr+c\int_{r_0}^{R} f'W\,dr+c\,(\kappa_b-\kappa_a)\int_{r_0}^{R}\frac{fS}{r}\,dr.
\]

In Lean, `f'` is a separate function. The hypothesis `hf` says that it is the derivative of `f` on the interval, and `hf'` says that it is continuous there.

The theorem `gaugeTerm_eq_boundary` states that this quantity equals \(c\,[f(R)W(R)-f(r_0)W(r_0)]\). With the boundary hypotheses `hin` and `hout`, `gaugeTerm_eq_zero` makes it zero, and dividing by \(c\neq0\) gives the identity as you wrote it. The theorems `gauge_independent_iff` and `orthogonal_of_energy_ne` are the two consequences derived above.

The boundary conditions express that no weighted transition current passes through the ends of the interval. This happens if \(f\) vanishes there, or if both orbitals have the same ratio of small to large component at each end, since then \(W=0\) there. For bound atomic orbitals one expects \(fW\) to tend to zero at the nucleus and at large distance, but the theorems concern a finite interval that excludes the origin, and the two limits are not taken.

Some hypotheses are weaker than the physics suggests. Continuity of `V` is not assumed separately, `κ` may be any real number, and the orbitals need not be normalised. A potential step inside the interval is nevertheless excluded wherever an orbital is nonzero, because `Solves` asks for a derivative at every point and a derivative cannot have a jump. For such a step, the identity can be applied on each side and the two results added: \(P\) and \(Q\) are continuous, so the boundary terms at the step cancel. What does matter is that both orbitals have the same `V`. With different potentials \(V_a\) and \(V_b\), the same algebra leaves an extra term \((V_b-V_a)D/c\) in \(W'\). Nonlocal exchange does not fit the definition of `Solves` either.

The photon operator and its angular factors do not appear in the file. That `gaugeTerm` is, up to a constant factor, the coefficient of \(G\) in an electric multipole amplitude is physical input: there \(f\) is a spherical Bessel function of \(\omega r/c\), and the photon energy \(\omega\) has to match the energy difference of the orbitals. With that reading, the result bears on the agreement between length and velocity forms in atomic structure codes, for exact one-electron orbitals in a common local potential on a finite radial interval.

## How the proof follows the derivation

`current_deriv` is the continuity equation, multiplied by \(c\). The proof assembles the derivative of \(c(P_aQ_b-Q_aP_b)\) from the four radial equations by the product and difference rules. The call to `congr_deriv` then leaves one algebraic goal: the assembled expression must equal the claimed one. `field_simp` clears the denominators \(r\) and \(c\), which is where \(r_0>0\) and \(c\neq0\) are used, and `ring` carries out the cancellation of \(V\) and \(2c^2\).

`gaugeTerm_eq_boundary` does the integration. Its first block shows that the three integrands are continuous on the closed interval, and therefore integrable. The components \(P\) and \(Q\) are continuous because they are differentiable, and division by \(r\) is harmless because \(r\geq r_0>0\). The step `hD` is the product rule for \(f\cdot cW\). The fundamental theorem of calculus, `intervalIntegral.integral_eq_sub_of_hasDerivAt_of_le`, asks for continuity on the closed interval and an ordinary derivative in the interior, and `hD` supplies both. The rewriting that follows splits the integral of the sum into three and takes out the constant factors, and `linear_combination key` matches the outcome with the definition of `gaugeTerm`.

`gaugeTerm_eq_zero` substitutes the two vanishing boundary values. For `gauge_independent_iff`, the forward direction sets \(G=1\), which forces the gauge term to vanish, and then cancels \(c\). The reverse direction inserts the equality of the boundary values. `orthogonal_of_energy_ne` applies the identity with \(f=1\) and \(f'=0\), simplifies, and cancels the nonzero factor \(E_a-E_b\).

The last theorem, `gaugeTerm_witness`, provides an example in which every component is nonzero and both \(\kappa\) and \(E\) differ. For \(V=0\), the two solutions are

\[
\begin{aligned}
&\kappa_a=-1,\quad E_a=0,\quad P_a=-2c,\quad Q_a=\tfrac1r;\\
&\kappa_b=1,\quad E_b=-2c^2,\quad P_b=\tfrac1r,\quad Q_b=-2c.
\end{aligned}
\]

They are not bound states; they serve as a test of the equations and signs. Here \(W=4c^2-1/r^2\), so \(W'=2/r^3\). The continuity equation gives the same value: with \(D=-4c/r\) and \(S=4c^2+1/r^2\), its right-hand side is \(-8c^2/r+2(4c^2+1/r^2)/r=2/r^3\). The function \(f=(r-r_0)(R-r)\) vanishes at both ends, so `gaugeTerm_eq_zero` applies to this pair whenever \(r_0\leq R\).

## The nonrelativistic limit for equal κ

For large \(c\), with \(E-V\) small compared with \(2c^2\), the first radial equation gives \(Q\approx(P'+\kappa P/r)/(2c)\) to leading order. If \(\kappa_a=\kappa_b\), the terms in \(\kappa\) cancel in \(W\), and

\[
cW\to\tfrac12\,(P_aP_b'-P_a'P_b),\qquad D\to P_aP_b.
\]

The continuity equation then becomes the familiar Wronskian relation for two radial Schrödinger functions,

\[
\tfrac12\,(P_aP_b'-P_a'P_b)'=(E_a-E_b)\,P_aP_b.
\]

This limit is a heuristic argument and has no theorem in the file.
